# The Soft-Mode Bound e(k) ≤ C k^(α−1) for a Spin Chain with Power-Law Coupling, 1 < α < 3

In linear spin-wave theory for a ferromagnetic Heisenberg chain (isotropic exchange, no applied field), the classical thermal occupation of the modes per site, with k_B = 1 and unit lattice spacing, is proportional to

∫₀^π T / (2J e(k)) dk,

and whether it is finite depends on how the mode energy 2J e(k) vanishes at small wavenumber k. Here T is the temperature, J > 0 the coupling with the spin length absorbed, and J d^(−α) couples spins at distance d. The practical step is to replace e(k) by a power of k. For non-interacting spin waves on the infinite chain, with 1 < α < 3, that power is k^(α−1), up to constant factors:

(2/(3π²)) k^(α−1) ≤ e(k) ≤ C k^(α−1), 0 < k ≤ π,

C = (1+π)^(3−α)/(3−α) + 2/(α−1).

The upper bound makes the integral diverge for 2 ≤ α < 3; the lower bound makes it finite for 1 < α < 2. The Lean development concerns e(k), and the integral is an application of it.

## Cutting the sum at length 1/k

The linearised exchange operator acts on a spin deviation u as

(Lu)(x) = J Σ_{d≥1} d^(−α) (2u(x) − u(x+d) − u(x−d)).

For u(x) = e^(ikx) the bracket is 2(1 − cos kd) u(x), so the energy is 2J e(k) with

e(k) = Σ_{d≥1} d^(−α) (1 − cos kd).

Each term lies between 0 and 2d^(−α), so the sum converges for α > 1.

**Short bonds.** Put s = 3 − α, so 0 < s < 2. Since 1 − 1/d lies in [0, 1], halving the exponent and then using Bernoulli's inequality gives

(1 − 1/d)^s ≤ (1 − 1/d)^(s/2) ≤ 1 − s/(2d).

Multiplying by d^s and rearranging,

(s/2) d^(s−1) ≤ d^s − (d−1)^s.

Because 1 − cos x ≤ x²/2, a term costs at most k² d^(s−1)/2 ≤ (k²/s)(d^s − (d−1)^s). Lengths up to M together cost at most k² M^s/s.

**Long bonds.** For d ≥ 2 and t = 1 − 1/d, the inequalities exp y ≥ 1 + y and ln t ≤ t − 1 give

t^(1−α) ≥ 1 − (α−1) ln t ≥ 1 + (α−1)/d.

Multiplying by d^(1−α),

(α−1) d^(−α) ≤ (d−1)^(1−α) − d^(1−α).

With 1 − cos x ≤ 2, lengths beyond M cost at most 2M^(1−α)/(α−1).

**The cut.** Take M = ⌈1/k⌉. Since π/k ≥ 1, we have 1/k ≤ M < 1/k + 1 ≤ (1+π)/k. The two costs are then at most (1+π)^s k^(α−1)/s and 2k^(α−1)/(α−1), which add to the upper bound.

**The lower bound.** Keep lengths up to M = ⌊π/k⌋ ≥ 1. There kd ≤ π, so 1 − cos kd = 2 sin²(kd/2) ≥ 2k²d²/π². Also d^(−α) ≥ M^(−α) and Σ_{d≤M} d² ≥ M³/3, hence

e(k) ≥ (2k²/(3π²)) M^(3−α).

Finally π/k < M + 1 ≤ 2M gives M ≥ 1/k, and the bound follows.

**Numbers for α = 2, k = 0.1.** The cut is M = 10. Short bonds cost at most 0.01 · 10 = 0.1 and long bonds at most 2/10 = 0.2, so e(k) ≤ 0.3. The general constant C = 3 + π gives 0.614. The closed form e(k) = πk/2 − k²/4 gives 0.155, and the lower bound is 0.0068.

## The chain and its plane waves in Lean

```lean
import Mathlib

open Finset
open scoped Real

namespace PowerLawSpinChain

noncomputable section
```

The natural number `r` labels the bond of length d = r + 1, so `r = 0` is the nearest neighbour.

```lean
/-- Cost of twisting a bond of length `r + 1` by a wave of wavenumber `k`, for a coupling
that decays with the power `α` of the distance. -/
def bondCost (α k : ℝ) (r : ℕ) : ℝ :=
  ((r : ℝ) + 1) ^ (-α) * (1 - Real.cos (k * ((r : ℝ) + 1)))
```

`modeSum` is e(k), without the factor 2J.

```lean
/-- The dispersion sum `e(k)`: the bond costs added over all lengths `1, 2, 3, …`. -/
def modeSum (α k : ℝ) : ℝ := ∑' r : ℕ, bondCost α k r
```

Sites are integers: the chain is infinite and has no boundary.

```lean
/-- A plane wave of wavenumber `k` on the infinite chain. -/
def planeWave (k : ℝ) (x : ℤ) : ℂ := Complex.exp (((k : ℂ) * (x : ℂ)) * Complex.I)
```

`exchangeTerm` is one summand of (Lu)(x). The operator is taken as given; its derivation by linearising a spin Hamiltonian about the ordered state is the step left to physics.

```lean
/-- Contribution of the two bonds of length `r + 1` at site `x` to the linearised exchange
operator with coupling `J`, acting on the spin deviation `u`. -/
def exchangeTerm (J α : ℝ) (u : ℤ → ℂ) (x : ℤ) (r : ℕ) : ℂ :=
  (J : ℂ) * ((((r : ℝ) + 1) ^ (-α) : ℝ) : ℂ) *
    (2 * u x - u (x + ((r : ℤ) + 1)) - u (x - ((r : ℤ) + 1)))
```

Nonnegativity and comparison with 2d^(−α) establish convergence.

```lean
/-- Every bond cost is nonnegative. -/
theorem bondCost_nonneg (α k : ℝ) (r : ℕ) : 0 ≤ bondCost α k r :=
  mul_nonneg (Real.rpow_nonneg (by positivity) _) (sub_nonneg.2 (Real.cos_le_one _))

/-- For `α > 1` the bond costs have a finite total. -/
theorem summable_bondCost {α : ℝ} (hα : 1 < α) (k : ℝ) : Summable (bondCost α k) := by
  have h := (summable_nat_add_iff 1).2 (Real.summable_nat_rpow.2 (by linarith : -α < -1))
  refine Summable.of_nonneg_of_le (bondCost_nonneg α k) (fun r => ?_) (h.mul_left 2)
  have hp : 0 ≤ ((r : ℝ) + 1) ^ (-α) := Real.rpow_nonneg (by positivity) _
  have hc := Real.neg_one_le_cos (k * ((r : ℝ) + 1))
  unfold bondCost
  push_cast
  nlinarith
```

The next theorem states that at every site the exchange terms sum to 2J e(k) times the wave. In the proof, `h1` and `h2` turn translations into phases, and `hc` combines them into a cosine.

```lean
/-- For `α > 1` a plane wave is an eigenmode of the linearised exchange operator, with
energy `2 J e(k)`. -/
theorem planeWave_eigenmode {α : ℝ} (hα : 1 < α) (J k : ℝ) (x : ℤ) :
    HasSum (exchangeTerm J α (planeWave k) x)
      (2 * (J : ℂ) * (modeSum α k : ℂ) * planeWave k x) := by
  have h0 : HasSum (fun r => ((bondCost α k r : ℝ) : ℂ)) (modeSum α k : ℂ) :=
    Complex.ofRealCLM.hasSum (summable_bondCost hα k).hasSum
  have h := h0.mul_left (2 * (J : ℂ) * planeWave k x)
  have hf : ∀ r : ℕ, exchangeTerm J α (planeWave k) x r =
      2 * (J : ℂ) * planeWave k x * ((bondCost α k r : ℝ) : ℂ) := by
    intro r
    -- translation multiplies the wave by a phase
    have h1 : planeWave k (x + ((r : ℤ) + 1)) =
        planeWave k x * Complex.exp (((k : ℂ) * ((r : ℂ) + 1)) * Complex.I) := by
      unfold planeWave
      rw [← Complex.exp_add]
      congr 1
      push_cast
      ring
    have h2 : planeWave k (x - ((r : ℤ) + 1)) =
        planeWave k x * Complex.exp (-((k : ℂ) * ((r : ℂ) + 1)) * Complex.I) := by
      unfold planeWave
      rw [← Complex.exp_add]
      congr 1
      push_cast
      ring
    have hc : 2 * Complex.cos ((k : ℂ) * ((r : ℂ) + 1)) =
        Complex.exp (((k : ℂ) * ((r : ℂ) + 1)) * Complex.I) +
          Complex.exp (-((k : ℂ) * ((r : ℂ) + 1)) * Complex.I) := by
      rw [Complex.cos]
      ring
    have hb : ((bondCost α k r : ℝ) : ℂ) = ((((r : ℝ) + 1) ^ (-α) : ℝ) : ℂ) *
        (1 - Complex.cos ((k : ℂ) * ((r : ℂ) + 1))) := by
      rw [bondCost, Complex.ofReal_mul]
      congr 1
      push_cast
      rfl
    rw [exchangeTerm, h1, h2, hb]
    linear_combination
      ((J : ℂ) * ((((r : ℝ) + 1) ^ (-α) : ℝ) : ℂ) * planeWave k x) * hc
  have hF : exchangeTerm J α (planeWave k) x =
      fun r : ℕ => 2 * (J : ℂ) * planeWave k x * ((bondCost α k r : ℝ) : ℂ) := funext hf
  have hv : 2 * (J : ℂ) * (modeSum α k : ℂ) * planeWave k x =
      2 * (J : ℂ) * planeWave k x * (modeSum α k : ℂ) := by ring
  rw [hF, hv]
  exact h
```

## The two telescoping estimates

First comes the power counting k² (1/k)^(3−α) = k^(α−1).

```lean
/-- Power counting at the crossover length `1/k`, for `k > 0`. -/
theorem crossover_scaling {k : ℝ} (hk : 0 < k) (α : ℝ) :
    k ^ 2 * (1 / k) ^ (3 - α) = k ^ (α - 1) := by
  rw [one_div, Real.inv_rpow hk.le, ← Real.rpow_neg hk.le, ← Real.rpow_natCast,
    ← Real.rpow_add hk]
  congr 1
  push_cast
  ring
```

The one-bond inequalities follow, with d = n + 1. In both, `hB` is the inequality for the ratio n/(n+1), and `hm` multiplies it by the required power of d.

```lean
/-- For `1 ≤ α < 3` the power `2 - α` of a bond length is controlled by an increment of the
power `3 - α`. -/
theorem short_bond_step {α : ℝ} (h1 : 1 ≤ α) (h3 : α < 3) (n : ℕ) :
    (3 - α) / 2 * ((n : ℝ) + 1) ^ (2 - α) ≤
      ((n : ℝ) + 1) ^ (3 - α) - (n : ℝ) ^ (3 - α) := by
  have hy : 0 < (n : ℝ) + 1 := by positivity
  have ht : 1 + -(1 / ((n : ℝ) + 1)) = (n : ℝ) / ((n : ℝ) + 1) := by
    field_simp
    ring
  have ht0 : 0 ≤ 1 + -(1 / ((n : ℝ) + 1)) := by rw [ht]; positivity
  have ht1 : 1 + -(1 / ((n : ℝ) + 1)) ≤ 1 := by
    have : 0 < 1 / ((n : ℝ) + 1) := by positivity
    linarith
  -- Bernoulli's inequality with the halved exponent, which lies in [0, 1]
  have hB := (Real.rpow_le_rpow_of_exponent_ge' ht0 ht1
    (by linarith : 0 ≤ (3 - α) / 2) (by linarith : (3 - α) / 2 ≤ 3 - α)).trans
    (rpow_one_add_le_one_add_mul_self (by linarith)
      (by linarith : 0 ≤ (3 - α) / 2) (by linarith : (3 - α) / 2 ≤ 1))
  have hn : (n : ℝ) ^ (3 - α) =
      ((n : ℝ) + 1) ^ (3 - α) * (1 + -(1 / ((n : ℝ) + 1))) ^ (3 - α) := by
    rw [← Real.mul_rpow hy.le ht0, ht, mul_div_cancel₀ _ hy.ne']
  have hd : ((n : ℝ) + 1) ^ (2 - α) = ((n : ℝ) + 1) ^ (3 - α) / ((n : ℝ) + 1) := by
    rw [← Real.rpow_sub_one hy.ne']
    congr 1
    ring
  have hm := mul_le_mul_of_nonneg_left hB (Real.rpow_nonneg hy.le (3 - α))
  rw [hn, hd]
  linear_combination hm

/-- For `α > 1` the coupling at length `n + 1 ≥ 2` is controlled by a decrement of the
power `1 - α`. -/
theorem long_bond_step {α : ℝ} (h1 : 1 < α) {n : ℕ} (hn : 1 ≤ n) :
    (α - 1) * ((n : ℝ) + 1) ^ (-α) ≤ (n : ℝ) ^ (1 - α) - ((n : ℝ) + 1) ^ (1 - α) := by
  have hn0 : 0 < (n : ℝ) := by exact_mod_cast hn
  have hy : 0 < (n : ℝ) + 1 := by positivity
  have ht : 0 < (n : ℝ) / ((n : ℝ) + 1) := by positivity
  have ht' : (n : ℝ) / ((n : ℝ) + 1) = 1 - 1 / ((n : ℝ) + 1) := by
    field_simp
    ring
  -- convexity, through exp x ≥ 1 + x and log t ≤ t - 1
  have hB : 1 + (α - 1) * (1 / ((n : ℝ) + 1)) ≤ ((n : ℝ) / ((n : ℝ) + 1)) ^ (1 - α) := by
    rw [Real.rpow_def_of_pos ht]
    have ha := Real.add_one_le_exp (Real.log ((n : ℝ) / ((n : ℝ) + 1)) * (1 - α))
    have hl := Real.log_le_sub_one_of_pos ht
    have hm := mul_le_mul_of_nonneg_left hl (by linarith : 0 ≤ α - 1)
    have he : (α - 1) * ((n : ℝ) / ((n : ℝ) + 1) - 1) =
        -((α - 1) * (1 / ((n : ℝ) + 1))) := by rw [ht']; ring
    linarith
  have hs : (n : ℝ) ^ (1 - α) =
      ((n : ℝ) + 1) ^ (1 - α) * ((n : ℝ) / ((n : ℝ) + 1)) ^ (1 - α) := by
    rw [← Real.mul_rpow hy.le ht.le, mul_div_cancel₀ _ hy.ne']
  have hd : ((n : ℝ) + 1) ^ (-α) = ((n : ℝ) + 1) ^ (1 - α) / ((n : ℝ) + 1) := by
    rw [← Real.rpow_sub_one hy.ne']
    congr 1
    ring
  have hm := mul_le_mul_of_nonneg_left hB (Real.rpow_nonneg hy.le (1 - α))
  rw [hs, hd]
  linear_combination hm
```

Induction on the number of bonds carries out the telescoping. The long-bond version keeps the subtracted end term, which the induction step uses.

```lean
/-- For `1 ≤ α < 3` the bonds of length at most `n` cost no more than
`k² n^(3-α) / (3-α)`. -/
theorem short_bonds_le {α : ℝ} (h1 : 1 ≤ α) (h3 : α < 3) (k : ℝ) (n : ℕ) :
    ∑ r ∈ range n, bondCost α k r ≤ k ^ 2 / (3 - α) * (n : ℝ) ^ (3 - α) := by
  have hs : 0 < 3 - α := by linarith
  induction n with
  | zero =>
    rw [sum_range_zero]
    exact mul_nonneg (div_nonneg (sq_nonneg k) hs.le)
      (Real.rpow_nonneg (Nat.cast_nonneg _) _)
  | succ n ih =>
    have hy : 0 < (n : ℝ) + 1 := by positivity
    have hc : 1 - Real.cos (k * ((n : ℝ) + 1)) ≤ (k * ((n : ℝ) + 1)) ^ 2 / 2 := by
      linarith [Real.one_sub_sq_div_two_le_cos (x := k * ((n : ℝ) + 1))]
    have hp : ((n : ℝ) + 1) ^ (-α) * ((n : ℝ) + 1) ^ 2 = ((n : ℝ) + 1) ^ (2 - α) := by
      rw [← Real.rpow_natCast, ← Real.rpow_add hy]
      congr 1
      push_cast
      ring
    have hq : k ^ 2 / (3 - α) * (3 - α) = k ^ 2 := div_mul_cancel₀ _ hs.ne'
    have hb : bondCost α k n ≤
        k ^ 2 / (3 - α) * (((n : ℝ) + 1) ^ (3 - α) - (n : ℝ) ^ (3 - α)) := by
      calc bondCost α k n
          ≤ ((n : ℝ) + 1) ^ (-α) * ((k * ((n : ℝ) + 1)) ^ 2 / 2) :=
            mul_le_mul_of_nonneg_left hc (Real.rpow_nonneg hy.le _)
        _ = k ^ 2 / (3 - α) * ((3 - α) / 2 * ((n : ℝ) + 1) ^ (2 - α)) := by
            linear_combination (k ^ 2 / 2) * hp - (((n : ℝ) + 1) ^ (2 - α) / 2) * hq
        _ ≤ _ := mul_le_mul_of_nonneg_left (short_bond_step h1 h3 n)
            (div_nonneg (sq_nonneg k) hs.le)
    rw [sum_range_succ]
    push_cast
    linarith

/-- For `α > 1` and `M ≥ 1`, any number `m` of successive bond lengths beyond `M` adds at most
`2 (M^(1-α) - (M+m)^(1-α)) / (α-1)` to the cost. -/
theorem long_bonds_le {α : ℝ} (h1 : 1 < α) (k : ℝ) {M : ℕ} (hM : 1 ≤ M) (m : ℕ) :
    ∑ r ∈ range (M + m), bondCost α k r ≤ ∑ r ∈ range M, bondCost α k r +
      2 / (α - 1) * ((M : ℝ) ^ (1 - α) - ((M + m : ℕ) : ℝ) ^ (1 - α)) := by
  have hp : 0 < α - 1 := by linarith
  induction m with
  | zero => simp
  | succ m ih =>
    have hst := mul_le_mul_of_nonneg_left
      (long_bond_step h1 (by omega : 1 ≤ M + m)) (div_nonneg zero_le_two hp.le)
    have hq : 2 / (α - 1) * (α - 1) = 2 := div_mul_cancel₀ _ hp.ne'
    rw [← mul_assoc, hq] at hst
    have hb : bondCost α k (M + m) ≤ 2 * (((M + m : ℕ) : ℝ) + 1) ^ (-α) := by
      have h0 : 0 ≤ (((M + m : ℕ) : ℝ) + 1) ^ (-α) := Real.rpow_nonneg (by positivity) _
      have hc := Real.neg_one_le_cos (k * (((M + m : ℕ) : ℝ) + 1))
      unfold bondCost
      nlinarith
    have he : ((M + (m + 1) : ℕ) : ℝ) = ((M + m : ℕ) : ℝ) + 1 := by
      push_cast
      ring
    rw [he, ← add_assoc, sum_range_succ]
    linarith
```

## Upper and lower bounds on e(k)

In `modeSum_le`, `hhead` bounds the short-bond cost at the cut, and `htail` bounds the power M^(1−α) that appears in the long-bond cost. The proof bounds every partial sum, after extending it from n to M + n terms, and passes to the infinite sum. The constant depends only on α.

```lean
/-- Soft-mode bound: for `1 < α < 3` and `0 < k ≤ π` the dispersion sum is at most a constant,
depending only on `α`, times `k^(α-1)`. -/
theorem modeSum_le {α k : ℝ} (h1 : 1 < α) (h3 : α < 3) (hk : 0 < k) (hkπ : k ≤ π) :
    modeSum α k ≤ ((1 + π) ^ (3 - α) / (3 - α) + 2 / (α - 1)) * k ^ (α - 1) := by
  have hs : 0 < 3 - α := by linarith
  have hp : 0 < α - 1 := by linarith
  have hik : 0 < 1 / k := by positivity
  -- cut the sum at the crossover length M, the least integer that is at least 1/k
  obtain ⟨M, hM⟩ : ∃ M : ℕ, M = ⌈1 / k⌉₊ := ⟨_, rfl⟩
  have hM1 : 1 / k ≤ (M : ℝ) := by rw [hM]; exact Nat.le_ceil _
  have hM2 : (M : ℝ) < 1 / k + 1 := by rw [hM]; exact Nat.ceil_lt_add_one hik.le
  have hM0 : 1 ≤ M := by
    have : (0 : ℝ) < M := lt_of_lt_of_le hik hM1
    exact_mod_cast this
  have hM3 : (M : ℝ) ≤ (1 + π) * (1 / k) := by
    have ha : 1 ≤ π / k := (one_le_div hk).2 hkπ
    have hb : (1 + π) * (1 / k) = 1 / k + π / k := by ring
    linarith
  have hhead : ∑ r ∈ range M, bondCost α k r ≤
      (1 + π) ^ (3 - α) / (3 - α) * k ^ (α - 1) := by
    calc ∑ r ∈ range M, bondCost α k r
        ≤ k ^ 2 / (3 - α) * (M : ℝ) ^ (3 - α) := short_bonds_le h1.le h3 k M
      _ ≤ k ^ 2 / (3 - α) * ((1 + π) * (1 / k)) ^ (3 - α) :=
          mul_le_mul_of_nonneg_left (Real.rpow_le_rpow (Nat.cast_nonneg _) hM3 hs.le)
            (div_nonneg (sq_nonneg k) hs.le)
      _ = (1 + π) ^ (3 - α) / (3 - α) * k ^ (α - 1) := by
          rw [Real.mul_rpow (by positivity) hik.le, ← crossover_scaling hk α]
          ring
  have htail : (M : ℝ) ^ (1 - α) ≤ k ^ (α - 1) := by
    have ha : (M : ℝ) ^ (1 - α) = ((M : ℝ) ^ (α - 1))⁻¹ := by
      rw [← Real.rpow_neg (Nat.cast_nonneg _), neg_sub]
    have hb : k ^ (α - 1) = ((1 / k) ^ (α - 1))⁻¹ := by
      rw [one_div, Real.inv_rpow hk.le, inv_inv]
    rw [ha, hb]
    exact inv_anti₀ (Real.rpow_pos_of_pos hik _) (Real.rpow_le_rpow hik.le hM1 hp.le)
  refine Real.tsum_le_of_sum_range_le (bondCost_nonneg α k) (fun n => ?_)
  have hmono : ∑ r ∈ range n, bondCost α k r ≤ ∑ r ∈ range (M + n), bondCost α k r :=
    sum_le_sum_of_subset_of_nonneg (range_mono (by omega))
      (fun r _ _ => bondCost_nonneg α k r)
  have hl := long_bonds_le h1 k hM0 n
  have h0 : 0 ≤ ((M + n : ℕ) : ℝ) ^ (1 - α) := Real.rpow_nonneg (Nat.cast_nonneg _) _
  have ht := mul_le_mul_of_nonneg_left
    (by linarith : (M : ℝ) ^ (1 - α) - ((M + n : ℕ) : ℝ) ^ (1 - α) ≤ k ^ (α - 1))
    (div_nonneg zero_le_two hp.le)
  rw [add_mul]
  linarith
```

`le_modeSum` also admits α = 3. Here `hterm` bounds each retained bond, `hcube` is the sum of squares, and the closing `calc` assembles the estimate.

```lean
/-- Lower bound: for `1 < α ≤ 3` and `0 < k ≤ π` the dispersion sum is at least `2/(3π²)` times
`k^(α-1)`. -/
theorem le_modeSum {α k : ℝ} (h1 : 1 < α) (h3 : α ≤ 3) (hk : 0 < k) (hkπ : k ≤ π) :
    2 / (3 * π ^ 2) * k ^ (α - 1) ≤ modeSum α k := by
  have hπ := Real.pi_pos
  have hik : 0 < 1 / k := by positivity
  have hone : 1 ≤ π / k := (one_le_div hk).2 hkπ
  -- keep only the bonds up to half a wavelength
  obtain ⟨M, hM⟩ : ∃ M : ℕ, M = ⌊π / k⌋₊ := ⟨_, rfl⟩
  have hM1 : (M : ℝ) ≤ π / k := by rw [hM]; exact Nat.floor_le (by positivity)
  have hM2 : π / k < (M : ℝ) + 1 := by rw [hM]; exact Nat.lt_floor_add_one _
  have hM0 : 1 ≤ M := by rw [hM]; exact Nat.le_floor (by simpa using hone)
  have hMr : (1 : ℝ) ≤ M := by exact_mod_cast hM0
  have hMp : (0 : ℝ) < M := by linarith
  have hM3 : 1 / k ≤ (M : ℝ) := by
    have ha := mul_le_mul_of_nonneg_right Real.two_le_pi hik.le
    have hb : π / k = π * (1 / k) := by ring
    linarith
  have hterm : ∀ r ∈ range M,
      2 / π ^ 2 * k ^ 2 * (M : ℝ) ^ (-α) * ((r : ℝ) + 1) ^ 2 ≤ bondCost α k r := by
    intro r hr
    have hy : 0 < (r : ℝ) + 1 := by positivity
    have hd : (r : ℝ) + 1 ≤ M := by exact_mod_cast Nat.succ_le_of_lt (mem_range.1 hr)
    have hx : ((r : ℝ) + 1) * k ≤ π := (le_div_iff₀ hk).1 (hd.trans hM1)
    have hsin := Real.mul_le_sin (x := k * ((r : ℝ) + 1) / 2) (by positivity) (by linarith)
    have hcos := Real.cos_two_mul (k * ((r : ℝ) + 1) / 2)
    rw [show 2 * (k * ((r : ℝ) + 1) / 2) = k * ((r : ℝ) + 1) by ring] at hcos
    have hsc := Real.sin_sq_add_cos_sq (k * ((r : ℝ) + 1) / 2)
    have hsq := pow_le_pow_left₀ (by positivity) hsin 2
    have he : 2 / π ^ 2 * (k * ((r : ℝ) + 1)) ^ 2 =
        2 * (2 / π * (k * ((r : ℝ) + 1) / 2)) ^ 2 := by ring
    have hq : 2 / π ^ 2 * (k * ((r : ℝ) + 1)) ^ 2 ≤ 1 - Real.cos (k * ((r : ℝ) + 1)) := by
      linarith
    have hp : (M : ℝ) ^ (-α) ≤ ((r : ℝ) + 1) ^ (-α) := by
      rw [Real.rpow_neg hMp.le, Real.rpow_neg hy.le]
      exact inv_anti₀ (Real.rpow_pos_of_pos hy _)
        (Real.rpow_le_rpow hy.le hd (by linarith))
    calc 2 / π ^ 2 * k ^ 2 * (M : ℝ) ^ (-α) * ((r : ℝ) + 1) ^ 2
        = (M : ℝ) ^ (-α) * (2 / π ^ 2 * (k * ((r : ℝ) + 1)) ^ 2) := by ring
      _ ≤ bondCost α k r := mul_le_mul hp hq (by positivity) (Real.rpow_nonneg hy.le _)
  have hcube : ∀ n : ℕ, (n : ℝ) ^ 3 / 3 ≤ ∑ r ∈ range n, ((r : ℝ) + 1) ^ 2 := by
    intro n
    induction n with
    | zero => simp
    | succ n ih =>
      have hn : (0 : ℝ) ≤ n := Nat.cast_nonneg n
      rw [sum_range_succ]
      push_cast
      nlinarith
  have hpow : (M : ℝ) ^ (-α) * (M : ℝ) ^ 3 = (M : ℝ) ^ (3 - α) := by
    rw [← Real.rpow_natCast, ← Real.rpow_add hMp]
    congr 1
    push_cast
    ring
  calc 2 / (3 * π ^ 2) * k ^ (α - 1)
      = 2 / (3 * π ^ 2) * k ^ 2 * (1 / k) ^ (3 - α) := by
        rw [← crossover_scaling hk α]
        ring
    _ ≤ 2 / (3 * π ^ 2) * k ^ 2 * (M : ℝ) ^ (3 - α) :=
        mul_le_mul_of_nonneg_left (Real.rpow_le_rpow hik.le hM3 (by linarith))
          (by positivity)
    _ = 2 / π ^ 2 * k ^ 2 * (M : ℝ) ^ (-α) * ((M : ℝ) ^ 3 / 3) := by
        rw [← hpow]
        ring
    _ ≤ 2 / π ^ 2 * k ^ 2 * (M : ℝ) ^ (-α) * ∑ r ∈ range M, ((r : ℝ) + 1) ^ 2 :=
        mul_le_mul_of_nonneg_left (hcube M) (by positivity)
    _ = ∑ r ∈ range M, 2 / π ^ 2 * k ^ 2 * (M : ℝ) ^ (-α) * ((r : ℝ) + 1) ^ 2 := by
        rw [mul_sum]
    _ ≤ ∑ r ∈ range M, bondCost α k r := sum_le_sum hterm
    _ ≤ modeSum α k :=
        (summable_bondCost h1 k).sum_le_tsum _ (fun r _ => bondCost_nonneg α k r)

end

end PowerLawSpinChain
```

```lean
#print axioms PowerLawSpinChain.planeWave_eigenmode
#print axioms PowerLawSpinChain.modeSum_le
#print axioms PowerLawSpinChain.le_modeSum
```

```
'PowerLawSpinChain.planeWave_eigenmode' depends on axioms: [propext, Classical.choice, Quot.sound]
'PowerLawSpinChain.modeSum_le' depends on axioms: [propext, Classical.choice, Quot.sound]
'PowerLawSpinChain.le_modeSum' depends on axioms: [propext, Classical.choice, Quot.sound]
```
